# Completeness of the plane waves on a ring of finitely many sites

On a periodic chain of M sites, with M nonzero, the plane-wave factor of momentum k at site x is exp(−2πikx/M), where k and x are integers modulo M. The lemma says that this factor times the complex conjugate of the factor at site y, summed over all M momenta, is M if x = y and 0 otherwise. The waves are unnormalised; with a factor 1/√M on each, the sum would be 1 or 0. The proof merges each product into a single character value at k(y − x), applies Mathlib's formula `AddChar.sum_mulShift` for the sum of such values, and treats x = y and x ≠ y separately.

Lean 4 with Mathlib refuses this proof:

```lean
import Mathlib

open scoped ComplexConjugate

namespace PlaneWaveOrthogonality

noncomputable section

variable {M : ℕ} [NeZero M]

/-- Completeness of the plane waves: the plane-wave factor at site `x` times the conjugate factor at
site `y`, summed over all momenta, is `M` if `x = y` and 0 otherwise. -/
lemma planeWave_orthogonality (x y : ZMod M) :
    ∑ k : ZMod M, ZMod.stdAddChar (-(k * x)) * conj (ZMod.stdAddChar (-(k * y)))
      = if x = y then (M : ℂ) else 0 := by
  have hc := fun a : ZMod M =>
    (AddChar.map_neg_eq_conj (ZMod.stdAddChar (N := M)) a).symm
  have h := AddChar.sum_mulShift (y - x) (ZMod.isPrimitive_stdAddChar M)
  calc _ = ∑ k : ZMod M, ZMod.stdAddChar (k * (y - x)) := by
        refine Finset.sum_congr rfl fun k _ => ?_
        rw [hc, ← AddChar.map_add_eq_mul]
        congr 1
        ring
    _ = _ := by
        rw [h]
        by_cases hxy : x = y
        · subst hxy
          rw [if_pos (sub_self _), if_pos rfl, ZMod.card]
        · rw [if_neg (sub_ne_zero.mpr (Ne.symm hxy)), if_neg hxy]

end

end PlaneWaveOrthogonality
```

The compiler's answer:

```
Main.lean:29:8: error: unsolved goals
case neg
M : ℕ
inst✝ : NeZero M
x y : ZMod M
hc : ∀ (a : ZMod M), (starRingEnd ℂ) (ZMod.stdAddChar a) = ZMod.stdAddChar (-a)
h : ∑ x_1, ZMod.stdAddChar (x_1 * (y - x)) = ↑(if y - x = 0 then Fintype.card (ZMod M) else 0)
hxy : ¬x = y
⊢ ↑0 = 0
```

After these edits no error is left:

```diff
@@ -27,5 +27,5 @@
         · subst hxy
           rw [if_pos (sub_self _), if_pos rfl, ZMod.card]
-        · rw [if_neg (sub_ne_zero.mpr (Ne.symm hxy)), if_neg hxy]
+        · rw [if_neg (sub_ne_zero.mpr (Ne.symm hxy)), if_neg hxy, Nat.cast_zero]
 
 end
```

Cause. The only error is in the case x ≠ y, where Lean is left with the goal `↑0 = 0`. The formula `h` gives the sum as a natural number cast to the complex numbers: the whole `if y - x = 0 then Fintype.card (ZMod M) else 0` stands inside the cast. The first `if_neg` selects the 0 inside it, so the left side becomes the natural number 0 cast to ℂ. The second `if_neg` reduces the right side to the complex number 0.

The two sides are equal, but they are not written the same way. After its rewrites `rw` tries to close the goal by `rfl`, but this attempt unfolds very little and does not see that the cast of 0 is 0. The repair adds `Nat.cast_zero`, which rewrites `↑0` to `0`. The goal is then `0 = 0`, which `rw` closes by itself. The case x = y needs no such step, because there both sides end as the same cast, `↑M`.
